# For real z, the plane-wave moment ½∫₋₁¹ P_l(t) e^{izt} dt has modulus at most |z|^l/(2l+1)!!

A: For every natural number l and every real z,

|½ ∫₋₁¹ P_l(t) e^{izt} dt| ≤ |z|^l / (2l+1)!!

where P_l is the Legendre polynomial and (2l+1)!! = 1·3·5⋯(2l+1). With z = kR, this bounds the partial-wave amplitudes, taken without the factor 2l+1 of the usual expansion, of a plane wave of wavenumber k on a muffin-tin sphere of radius R. At fixed z they decay faster than any exponential in l.

Q: That is an integral. Where is the sphere?

A: On the sphere the plane wave depends only on t = cos θ, with θ the angle between wave vector and position measured from the centre, and equals e^{izt}, up to a constant phase if the origin lies elsewhere. Projecting it on P_l gives the integral. In the usual expansion

e^{izt} = Σ_l (2l+1) i^l j_l(z) P_l(t)

the moment is i^l j_l(z), with j_l the spherical Bessel function. That identification is textbook background; the file works with the integral alone.

Q: Then which Legendre polynomial does it use, and in what normalisation?

A: The one given by Rodrigues' formula,

P_l(t) = 1/(2^l l!) · d^l/dt^l (t² − 1)^l

which is the convention P_l(1) = 1. `legendreP` is a real polynomial, an element of `ℝ[X]`.

```lean
import Mathlib

open Polynomial Filter Topology
open scoped Nat

namespace PlaneWaveAngularCutoff

noncomputable section

/-- The Legendre polynomial `P_l`, given by Rodrigues' formula. -/
def legendreP (l : ℕ) : ℝ[X] :=
  C (1 / (2 ^ l * (l ! : ℝ))) * derivative^[l] ((X ^ 2 - 1) ^ l)
```

A: The amplitude is defined for any complex function f of a real variable. The polynomial's real value is cast to ℂ before multiplying. The factor ½ is included, but the 2l+1 of the expansion is not.

```lean
/-- The amplitude of an angular function `f(t)`, `t = cos θ`, in channel `l`:
half the integral of `P_l f` over `[-1, 1]`. -/
def legendreMoment (l : ℕ) (f : ℝ → ℂ) : ℂ :=
  (1 / 2) * ∫ t in (-1 : ℝ)..1, (((legendreP l).eval t : ℝ) : ℂ) * f t
```

A: The plane wave is the particular f of interest. Here z and t are real, so evanescent waves, whose wave vector is complex, are left out; negative z is allowed, though kR is never negative.

```lean
/-- A plane wave on a sphere, `exp(i z t)`, with `z = kR` and `t` the cosine of the angle
between the wave vector and the position. -/
def planeWave (z t : ℝ) : ℂ := Complex.exp (Complex.I * z * t)
```

Q: P_l oscillates and so does the exponential. How do you get a bound without tracking cancellations?

A: Move the derivatives in Rodrigues' formula onto f. For j < l, the j-th derivative of (t² − 1)^l still has a zero of order l − j at t = ±1, so every boundary term vanishes. Each integration by parts gives a minus sign. Let k now count derivatives instead of denoting the wavenumber; for k ≤ l

∫₋₁¹ [d^k/dt^k (t² − 1)^l] f dt = (−1)^k ∫₋₁¹ (t² − 1)^l f^(k) dt

The Lean proof is an induction on k, applied to f′ at each step. `hv` gets the boundary zeros from the fact that (X² − 1)^(l−k) divides the k-th derivative, `parts` is one integration by parts, and `linear_combination` joins it to the induction hypothesis.

```lean
/-- For `k ≤ l` and `f` of class `C^k`, `k` derivatives can be moved from `(t² - 1)^l` to `f`
under the integral over `[-1, 1]`, without boundary terms. -/
theorem integral_by_parts (l k : ℕ) (hk : k ≤ l) (f : ℝ → ℂ) (hf : ContDiff ℝ k f) :
    ∫ t in (-1 : ℝ)..1, (((derivative^[k] ((X ^ 2 - 1) ^ l : ℝ[X])).eval t : ℝ) : ℂ) * f t
      = (-1) ^ k * ∫ t in (-1 : ℝ)..1, (((t ^ 2 - 1) ^ l : ℝ) : ℂ) * iteratedDeriv k f t := by
  induction k generalizing f with
  | zero => simp [iteratedDeriv_zero]
  | succ k ih =>
    have hf' : ContDiff ℝ ((k : WithTop ℕ∞) + 1) f := by exact_mod_cast hf
    obtain ⟨hd, -, hc⟩ := contDiff_succ_iff_deriv.mp hf'
    have ihx := ih (by omega) (deriv f) hc
    -- the boundary values vanish, since the zeros at ±1 have order l > k
    have hv : ∀ t : ℝ, t ^ 2 = 1 →
        (derivative^[k] ((X ^ 2 - 1) ^ l : ℝ[X])).eval t = 0 := by
      intro t ht
      obtain ⟨q, hq⟩ := pow_sub_dvd_iterate_derivative_pow (X ^ 2 - 1 : ℝ[X]) l k
      have h0 : (X ^ 2 - 1 : ℝ[X]).eval t = 0 := by simp [ht]
      rw [hq, eval_mul, eval_pow, h0, zero_pow (by omega), zero_mul]
    rw [Function.iterate_succ_apply', iteratedDeriv_succ']
    generalize derivative^[k] ((X ^ 2 - 1) ^ l : ℝ[X]) = p at ihx hv ⊢
    have parts : ∫ t in (-1 : ℝ)..1, ((p.eval t : ℝ) : ℂ) * deriv f t
        = ((p.eval 1 : ℝ) : ℂ) * f 1 - ((p.eval (-1) : ℝ) : ℂ) * f (-1)
          - ∫ t in (-1 : ℝ)..1, ((p.derivative.eval t : ℝ) : ℂ) * f t :=
      intervalIntegral.integral_mul_deriv_eq_deriv_mul
        (u := fun t : ℝ => ((p.eval t : ℝ) : ℂ))
        (u' := fun t : ℝ => ((p.derivative.eval t : ℝ) : ℂ))
        (fun t _ => (p.hasDerivAt t).ofReal_comp) (fun t _ => (hd t).hasDerivAt)
        ((Complex.continuous_ofReal.comp p.derivative.continuous).intervalIntegrable _ _)
        (hc.continuous.intervalIntegrable _ _)
    rw [hv 1 (by norm_num), hv (-1) (by norm_num), Complex.ofReal_zero] at parts
    linear_combination parts - ihx
```

A: Now take k = l and absorb (−1)^l into the weight:

½ ∫₋₁¹ P_l f dt = 1/(2^l l!) · ½ ∫₋₁¹ (1 − t²)^l f^(l) dt

The oscillating P_l has become a nonnegative weight. In the code, `hP` takes out the Rodrigues prefactor and `hS` handles the sign.

```lean
/-- For `f` of class `C^l`, the amplitude in channel `l` is `1 / (2^l l!)` times half the integral
over `[-1, 1]` of `(1 - t²)^l` times the `l`-th derivative of `f`. -/
theorem legendreMoment_eq (l : ℕ) (f : ℝ → ℂ) (hf : ContDiff ℝ l f) :
    legendreMoment l f = (1 / (2 ^ l * (l ! : ℂ))) *
      ((1 / 2) * ∫ t in (-1 : ℝ)..1, (((1 - t ^ 2) ^ l : ℝ) : ℂ) * iteratedDeriv l f t) := by
  have hP : ∀ t : ℝ, (((legendreP l).eval t : ℝ) : ℂ) * f t = (1 / (2 ^ l * (l ! : ℂ))) *
      ((((derivative^[l] ((X ^ 2 - 1) ^ l : ℝ[X])).eval t : ℝ) : ℂ) * f t) := by
    intro t
    simp only [legendreP, eval_mul, eval_C]
    push_cast
    ring
  have hS : ∀ t : ℝ, (((1 - t ^ 2) ^ l : ℝ) : ℂ) * iteratedDeriv l f t
      = (-1) ^ l * ((((t ^ 2 - 1) ^ l : ℝ) : ℂ) * iteratedDeriv l f t) := by
    intro t
    rw [show 1 - t ^ 2 = (-1) * (t ^ 2 - 1) by ring, mul_pow]
    push_cast
    ring
  unfold legendreMoment
  rw [intervalIntegral.integral_congr (fun t _ => hP t),
    intervalIntegral.integral_congr (fun t _ => hS t),
    intervalIntegral.integral_const_mul, intervalIntegral.integral_const_mul,
    integral_by_parts l l le_rfl f hf]
  ring
```

Q: You still need the total weight.

A: Write W_l = ½ ∫₋₁¹ (1 − t²)^l dt. Using t² = 1 − (1 − t²),

d/dt [t(1 − t²)^(l+1)] = (1 − t²)^(l+1) − 2(l+1) t² (1 − t²)^l
= (2l+3)(1 − t²)^(l+1) − (2l+2)(1 − t²)^l

The bracket on the left vanishes at both ends, so integration gives

(2l+3) W_{l+1} = (2l+2) W_l, with W_0 = 1

and therefore W_l = 2^l l!/(2l+1)!!. In the proof, `h` is the integrated derivative, and the last `linear_combination` combines it with the induction hypothesis.

```lean
/-- Half the integral of `(1 - t²)^l` over `[-1, 1]` is `2^l l! / (2l+1)!!`. -/
theorem weight_integral (l : ℕ) :
    (1 / 2 : ℝ) * ∫ t in (-1 : ℝ)..1, (1 - t ^ 2) ^ l
      = 2 ^ l * (l ! : ℝ) / ((2 * l + 1)‼ : ℝ) := by
  induction l with
  | zero => norm_num [Nat.doubleFactorial]
  | succ l ih =>
    -- integrate the derivative of t (1 - t²)^(l+1), which vanishes at both ends
    have h : ∫ t in (-1 : ℝ)..1,
        ((2 * (l : ℝ) + 3) * (1 - t ^ 2) ^ (l + 1) - (2 * (l : ℝ) + 2) * (1 - t ^ 2) ^ l)
        = 1 * (1 - 1 ^ 2) ^ (l + 1) - (-1) * (1 - (-1) ^ 2) ^ (l + 1) := by
      refine intervalIntegral.integral_eq_sub_of_hasDerivAt
        (f := fun t : ℝ => t * (1 - t ^ 2) ^ (l + 1)) (fun t _ => ?_)
        (Continuous.intervalIntegrable (by fun_prop) _ _)
      refine ((hasDerivAt_id' t).fun_mul
        ((((hasDerivAt_id' t).fun_pow 2).const_sub 1).fun_pow (l + 1))).congr_deriv ?_
      simp only [Nat.add_sub_cancel, Nat.reduceSub, pow_one]
      push_cast
      ring
    have hb : (1 : ℝ) * (1 - 1 ^ 2) ^ (l + 1) - (-1) * (1 - (-1) ^ 2) ^ (l + 1) = 0 := by
      norm_num
    rw [hb, intervalIntegral.integral_sub (Continuous.intervalIntegrable (by fun_prop) _ _)
      (Continuous.intervalIntegrable (by fun_prop) _ _),
      intervalIntegral.integral_const_mul, intervalIntegral.integral_const_mul] at h
    have hD : ((2 * l + 1)‼ : ℝ) ≠ 0 := by exact_mod_cast (Nat.doubleFactorial_pos _).ne'
    have hs : (2 * (l + 1) + 1)‼ = (2 * l + 3) * (2 * l + 1)‼ :=
      Nat.doubleFactorial_add_two (2 * l + 1)
    rw [hs, Nat.factorial_succ]
    push_cast
    rw [eq_div_iff hD] at ih
    rw [eq_div_iff (mul_ne_zero (by positivity) hD)]
    linear_combination ((2 * l + 1)‼ : ℝ) / 2 * h + (2 * (l : ℝ) + 2) * ih
```

A: If |f^(l)| ≤ M on [−1, 1], the prefactor cancels against the weight:

|½ ∫₋₁¹ P_l f dt| ≤ 1/(2^l l!) · W_l · M = M/(2l+1)!!

`ContDiff ℝ l f` asks for l continuous derivatives on the whole real line, while `hM` bounds the l-th one only on the interval. `hI` is the estimate under the integral, and the `calc` block does the cancellation.

```lean
/-- If `f` is of class `C^l` and its `l`-th derivative is bounded by `M` on `[-1, 1]`, its
amplitude in channel `l` is at most `M / (2l+1)!!`. -/
theorem norm_legendreMoment_le (l : ℕ) (f : ℝ → ℂ) (hf : ContDiff ℝ l f) (M : ℝ)
    (hM : ∀ t ∈ Set.Icc (-1 : ℝ) 1, ‖iteratedDeriv l f t‖ ≤ M) :
    ‖legendreMoment l f‖ ≤ M / ((2 * l + 1)‼ : ℝ) := by
  have hI : ‖∫ t in (-1 : ℝ)..1, (((1 - t ^ 2) ^ l : ℝ) : ℂ) * iteratedDeriv l f t‖
      ≤ ∫ t in (-1 : ℝ)..1, (1 - t ^ 2) ^ l * M := by
    refine intervalIntegral.norm_integral_le_of_norm_le (by norm_num)
      (Eventually.of_forall fun t ht => ?_) (Continuous.intervalIntegrable (by fun_prop) _ _)
    have h0 : 0 ≤ 1 - t ^ 2 := by nlinarith [ht.1, ht.2]
    rw [norm_mul, Complex.norm_real, Real.norm_of_nonneg (pow_nonneg h0 l)]
    exact mul_le_mul_of_nonneg_left (hM t ⟨ht.1.le, ht.2⟩) (pow_nonneg h0 l)
  rw [intervalIntegral.integral_mul_const] at hI
  have hF : (l ! : ℝ) ≠ 0 := by exact_mod_cast l.factorial_ne_zero
  have hc : ‖(1 / (2 ^ l * (l ! : ℂ)))‖ = 1 / (2 ^ l * (l ! : ℝ)) := by simp
  have h2 : ‖(1 / 2 : ℂ)‖ = 1 / 2 := by simp
  rw [legendreMoment_eq l f hf, norm_mul, norm_mul, hc, h2]
  calc _ ≤ 1 / (2 ^ l * (l ! : ℝ)) *
        (1 / 2 * ((∫ t in (-1 : ℝ)..1, (1 - t ^ 2) ^ l) * M)) := by gcongr
    _ = M / ((2 * l + 1)‼ : ℝ) := by
      rw [← mul_assoc (1 / 2 : ℝ), weight_integral]
      field_simp
```

Q: Is that constant wasteful?

A: Not for this class of functions. The monomial t^l has l-th derivative l! everywhere, so M = l!, and its moment is exactly l!/(2l+1)!!. The theorem states both facts. Inside it, `key` carries a constant c through the induction, because differentiating c·s^(n+1) produces the new constant c(n+1).

```lean
/-- The monomial `t^l` has constant `l`-th derivative `l!` and amplitude `l! / (2l+1)!!` in channel
`l`. -/
theorem legendreMoment_monomial (l : ℕ) :
    (∀ t : ℝ, iteratedDeriv l (fun s : ℝ => (s : ℂ) ^ l) t = (l ! : ℂ)) ∧
      legendreMoment l (fun s : ℝ => (s : ℂ) ^ l) = (l ! : ℂ) / ((2 * l + 1)‼ : ℂ) := by
  have key : ∀ (n : ℕ) (c : ℂ),
      iteratedDeriv n (fun s : ℝ => c * (s : ℂ) ^ n) = fun _ => c * (n ! : ℂ) := by
    intro n
    induction n with
    | zero => intro c; simp [iteratedDeriv_zero]
    | succ n ih =>
      intro c
      have hd : deriv (fun s : ℝ => c * (s : ℂ) ^ (n + 1))
          = fun s : ℝ => (c * (n + 1)) * (s : ℂ) ^ n := by
        funext t
        have h : HasDerivAt (fun s : ℝ => (s : ℂ)) 1 t := by
          simpa using (hasDerivAt_id' t).ofReal_comp
        refine ((h.fun_pow (n + 1)).const_mul c).deriv.trans ?_
        simp only [Nat.add_sub_cancel]
        push_cast
        ring
      rw [iteratedDeriv_succ', hd, ih, Nat.factorial_succ]
      funext _
      push_cast
      ring
  have hm : ∀ t : ℝ, iteratedDeriv l (fun s : ℝ => (s : ℂ) ^ l) t = (l ! : ℂ) := by
    intro t
    simpa using congrFun (key l 1) t
  refine ⟨hm, ?_⟩
  have hsm : ContDiff ℝ l (fun s : ℝ => (s : ℂ) ^ l) := Complex.ofRealCLM.contDiff.pow l
  rw [legendreMoment_eq l (fun s : ℝ => (s : ℂ) ^ l) hsm]
  simp only [hm]
  rw [intervalIntegral.integral_mul_const, intervalIntegral.integral_ofReal]
  have hw := weight_integral l
  generalize (∫ t in (-1 : ℝ)..1, (1 - t ^ 2) ^ l) = W at hw ⊢
  have hW : W = 2 * (2 ^ l * (l ! : ℝ) / ((2 * l + 1)‼ : ℝ)) := by linarith
  have hF : (l ! : ℂ) ≠ 0 := by exact_mod_cast l.factorial_ne_zero
  rw [hW]
  push_cast
  field_simp
```

Q: And the plane wave?

A: Each derivative brings down a factor iz:

d^l/dt^l e^{izt} = (iz)^l e^{izt}, with modulus |z|^l

so M = |z|^l gives the opening bound. `hder` is the derivative formula, `h1` says that the exponential has modulus 1, and the general bound finishes the argument.

```lean
/-- The amplitude of a plane wave in channel `l` on a sphere with `z = kR` is at most
`|z|^l / (2l+1)!!`. -/
theorem norm_planeWave_moment_le (l : ℕ) (z : ℝ) :
    ‖legendreMoment l (planeWave z)‖ ≤ |z| ^ l / ((2 * l + 1)‼ : ℝ) := by
  -- each derivative of the plane wave brings down a factor i z
  have hder : ∀ n : ℕ, iteratedDeriv n (planeWave z)
      = fun t => (Complex.I * z) ^ n * planeWave z t := by
    intro n
    induction n with
    | zero => simp [iteratedDeriv_zero]
    | succ n ih =>
      rw [iteratedDeriv_succ, ih]
      funext t
      have h : HasDerivAt (fun s : ℝ => (s : ℂ)) 1 t := by
        simpa using (hasDerivAt_id' t).ofReal_comp
      refine (((h.const_mul (Complex.I * z)).cexp).const_mul
        ((Complex.I * z) ^ n)).deriv.trans ?_
      simp only [planeWave]
      ring
  have hsm : ContDiff ℝ l (planeWave z) :=
    (contDiff_const.mul Complex.ofRealCLM.contDiff).cexp
  refine norm_legendreMoment_le l _ hsm _ (fun t _ => le_of_eq ?_)
  have h1 : ‖planeWave z t‖ = 1 := by
    rw [planeWave, show Complex.I * z * t = ((z * t : ℝ) : ℂ) * Complex.I by push_cast; ring,
      Complex.norm_exp_ofReal_mul_I]
  rw [hder]
  simp [h1]
```

Q: Try it where I know the answer.

A: For l = 0 the bound is 1. The moment is sin z/z for z ≠ 0 and 1 at z = 0, where equality holds. For z = 0 and l ≥ 1 the bound is zero, as it should be: a constant has only an s wave.

Q: How would this enter an actual calculation?

A: In an augmented-plane-wave method, each interstitial plane wave is matched at the sphere to radial functions times spherical harmonics, up to some l_max. The bound controls the plane-wave amplitudes left out on one sphere; it does not bound the error in a total energy. Beyond a channel L, the double factorial gains n factors, each at least 2L+3:

(2(L+n)+1)!! = (2L+1)!! · (2L+3)(2L+5)⋯(2L+2n+1) ≥ (2L+1)!! (2L+3)^n

so the amplitude in channel L + n is at most

|z|^L/(2L+1)!! · (|z|/(2L+3))^n

Take kR = 8 and L = 12. The first factor is about 0.0087, and each further channel multiplies the bound by 8/27. To bound the coefficient of P_l in the expansion, multiply by 2l+1 as well.

Q: And if |z| is larger than 2L+3?

A: The inequality still holds, but its right-hand side grows with n. Once 2L+3 exceeds |z| it decreases with n, but the first factor can still be large: for z = 20 and L = 9 it is about 780, while no amplitude exceeds 1 in modulus. For a useful cutoff estimate, take L large enough that the first factor is small too. In the proof, `hN` is the double-factorial inequality, by induction on n, and the rest inserts it into the plane-wave bound.

```lean
/-- Beyond a cutoff `L`, the plane-wave amplitude in channel `L + n` is at most
`|z|^L / (2L+1)!!` times the `n`-th power of `|z| / (2L+3)`. -/
theorem planeWave_cutoff (L n : ℕ) (z : ℝ) :
    ‖legendreMoment (L + n) (planeWave z)‖
      ≤ |z| ^ L / ((2 * L + 1)‼ : ℝ) * (|z| / (2 * L + 3)) ^ n := by
  have hN : (2 * L + 1)‼ * (2 * L + 3) ^ n ≤ (2 * (L + n) + 1)‼ := by
    induction n with
    | zero => simp
    | succ n ih =>
      have hs : (2 * (L + (n + 1)) + 1)‼ = (2 * (L + n) + 3) * (2 * (L + n) + 1)‼ :=
        Nat.doubleFactorial_add_two (2 * (L + n) + 1)
      rw [hs]
      calc _ = (2 * L + 3) * ((2 * L + 1)‼ * (2 * L + 3) ^ n) := by ring
        _ ≤ _ := Nat.mul_le_mul (by omega) ih
  have hD : (0 : ℝ) < ((2 * L + 1)‼ : ℝ) := by exact_mod_cast Nat.doubleFactorial_pos _
  rw [div_pow, div_mul_div_comm, ← pow_add]
  exact (norm_planeWave_moment_le (L + n) z).trans
    (div_le_div_of_nonneg_left (by positivity) (mul_pos hD (by positivity))
      (by exact_mod_cast hN))
```

Q: "Faster than any exponential" still sounds like a slogan. What does it say precisely?

A: Fix z and any real r. Then r^l times the modulus of the l-th amplitude tends to zero as l → ∞, however large r is. Since (2l+1)!! ≥ l!,

|r|^l · |½ ∫₋₁¹ P_l(t) e^{izt} dt| ≤ (|r||z|)^l / l! → 0

The right-hand side is a term of the exponential series. `hN` proves the factorial comparison, and `squeeze_zero_norm` carries the limit over. `Tendsto … atTop (𝓝 0)` is the limit l → ∞ with z held fixed, so the statement gives no rate uniform in z: a larger sphere or a shorter wavelength pushes the onset of the decay to higher l.

```lean
/-- At fixed `z = kR` the plane-wave amplitudes decay superexponentially in `l`: multiplied
by `r^l`, for any real `r`, they still tend to zero. -/
theorem planeWave_superexponential (z r : ℝ) :
    Tendsto (fun l : ℕ => r ^ l * ‖legendreMoment l (planeWave z)‖) atTop (𝓝 0) := by
  have hN : ∀ l : ℕ, l ! ≤ (2 * l + 1)‼ := by
    intro l
    induction l with
    | zero => simp
    | succ l ih =>
      have hs : (2 * (l + 1) + 1)‼ = (2 * l + 3) * (2 * l + 1)‼ :=
        Nat.doubleFactorial_add_two (2 * l + 1)
      rw [hs, Nat.factorial_succ]
      exact Nat.mul_le_mul (by omega) ih
  -- compare with the terms of the exponential series
  refine squeeze_zero_norm (fun l => ?_)
    (FloorSemiring.tendsto_pow_div_factorial_atTop (|r| * |z|))
  have hF : (0 : ℝ) < (l ! : ℝ) := by exact_mod_cast l.factorial_pos
  rw [norm_mul, norm_norm, norm_pow, Real.norm_eq_abs, mul_pow, mul_div_assoc]
  exact mul_le_mul_of_nonneg_left ((norm_planeWave_moment_le l z).trans
    (div_le_div_of_nonneg_left (by positivity) hF (by exact_mod_cast hN l))) (by positivity)

end

end PlaneWaveAngularCutoff
```

```lean
#print axioms PlaneWaveAngularCutoff.legendreMoment_monomial
-- 'PlaneWaveAngularCutoff.legendreMoment_monomial' depends on axioms: [propext, Classical.choice, Quot.sound]
#print axioms PlaneWaveAngularCutoff.norm_planeWave_moment_le
-- 'PlaneWaveAngularCutoff.norm_planeWave_moment_le' depends on axioms: [propext, Classical.choice, Quot.sound]
#print axioms PlaneWaveAngularCutoff.planeWave_cutoff
-- 'PlaneWaveAngularCutoff.planeWave_cutoff' depends on axioms: [propext, Classical.choice, Quot.sound]
#print axioms PlaneWaveAngularCutoff.planeWave_superexponential
-- 'PlaneWaveAngularCutoff.planeWave_superexponential' depends on axioms: [propext, Classical.choice, Quot.sound]
```
